# Sørensen squeezing criterion: separable states of \(N\) qubits obey \(N\,\mathrm{Var}(J_z)\ge\langle J_x\rangle^2+\langle J_y\rangle^2\)

Q: Without a yardstick, a small variance of the collective spin \(J_z\) can be mistaken for entanglement. \(N\) spins all pointing up have \(\mathrm{Var}(J_z)=0\), and they are in a plain product state. What should I compare the variance with?

A: With the transverse spin. Each \(J_a\), for \(a=x,y,z\), is half the sum of the Pauli matrices \(\sigma_a\) over the sites. If the state is a convex mixture of product pure states, then \(N\,\mathrm{Var}(J_z)\ge\langle J_x\rangle^2+\langle J_y\rangle^2\), so a violation certifies entanglement. Your polarized spins give \(0\ge 0\). The criterion serves as an entanglement witness for spin-squeezed ensembles, modelled here as a fixed, finite number of qubits.

Q: Derive it for one product state first.

A: Let site \(i\) have the normalized spinor \((\alpha,\beta)\). Its Bloch components are \(x_i=2\,\mathrm{Re}(\bar\alpha\beta)\), \(y_i=2\,\mathrm{Im}(\bar\alpha\beta)\) and \(z_i=|\alpha|^2-|\beta|^2\), so
\[
x_i^2+y_i^2+z_i^2=4|\alpha|^2|\beta|^2+(|\alpha|^2-|\beta|^2)^2=(|\alpha|^2+|\beta|^2)^2=1 .
\]
The means are \(\langle J_x\rangle=\tfrac12\sum_i x_i\), and likewise for \(y\) and \(z\). Distinct sites factorize, while \(\sigma_z^2=1\) on equal sites:
\[
\langle J_z^2\rangle=\tfrac14\Big(N+\sum_{i\ne j}z_iz_j\Big),\qquad
\mathrm{Var}(J_z)=\tfrac14\sum_i(1-z_i^2)=\tfrac14\sum_i(x_i^2+y_i^2).
\]
Cauchy-Schwarz gives \((\sum_i x_i)^2\le N\sum_i x_i^2\), and the same for \(y\). Adding the two and dividing by four gives the bound.

Q: I would have written \(z_iz_j\) for every pair.

A: Then the variance of every product state would come out as zero. The terms with \(i=j\) carry all of the projection noise.

Q: And mixtures?

A: Let product state \(k\) have weight \(p_k\ge0\), with \(\sum_k p_k=1\), and write \(\langle\cdot\rangle_k\) and \(\mathrm{Var}_k\) for its mean and variance. Expectations average linearly, and
\[
0\le\sum_k p_k\big(\langle J_x\rangle_k-\langle J_x\rangle\big)^2=\sum_k p_k\langle J_x\rangle_k^2-\langle J_x\rangle^2 .
\]
The same holds for \(y\) and \(z\). For \(z\) it gives \(\mathrm{Var}(J_z)\ge\sum_k p_k\mathrm{Var}_k(J_z)\). Hence
\[
\langle J_x\rangle^2+\langle J_y\rangle^2\le\sum_k p_k\big(\langle J_x\rangle_k^2+\langle J_y\rangle_k^2\big)\le N\sum_k p_k\mathrm{Var}_k(J_z)\le N\,\mathrm{Var}(J_z).
\]

Q: I accept that. But does the Lean code speak about these spins, or only about some matrices?

A: The matrices are indexed by spin configurations, functions from `Fin N` to `Fin 2`, where 0 means up along \(z\). The Pauli matrices are the usual ones.

```lean
import Mathlib

open Matrix ComplexConjugate

namespace SorensenSqueezing

noncomputable section

/-- Operators on the state space of `N` qubits, as matrices over spin configurations. -/
abbrev Op (N : ℕ) := Matrix (Fin N → Fin 2) (Fin N → Fin 2) ℂ

/-- The Pauli matrix `σx`. -/
def sigmaX : Matrix (Fin 2) (Fin 2) ℂ := !![0, 1; 1, 0]

/-- The Pauli matrix `σy`. -/
def sigmaY : Matrix (Fin 2) (Fin 2) ℂ := !![0, -Complex.I; Complex.I, 0]

/-- The Pauli matrix `σz`. -/
def sigmaZ : Matrix (Fin 2) (Fin 2) ℂ := !![1, 0; 0, -1]
```

A site operator is a tensor product with the identity on every other qubit, and `collective` includes the factor one half.

```lean
/-- The tensor product of one single-qubit operator per site. -/
def tensor {N : ℕ} (A : Fin N → Matrix (Fin 2) (Fin 2) ℂ) : Op N :=
  Matrix.of fun s t => ∏ j, A j (s j) (t j)

/-- The operator `a` acting on qubit `i`, with the identity on all others. -/
def site {N : ℕ} (i : Fin N) (a : Matrix (Fin 2) (Fin 2) ℂ) : Op N :=
  tensor (Function.update (fun _ => 1) i a)

/-- The collective operator: half the sum of `a` over all qubits. -/
def collective (N : ℕ) (a : Matrix (Fin 2) (Fin 2) ℂ) : Op N :=
  ((1 / 2 : ℝ) : ℂ) • ∑ i, site i a
```

Q: What counts as a state, and as an expectation value?

A: `productVec` multiplies the site amplitudes. `proj v` is \(|v\rangle\langle v|\), a projector when \(v\) is normalized. `expect` takes the real part of \(\mathrm{Tr}(\rho A)\), which is the whole trace for Hermitian \(\rho\) and \(A\).

```lean
/-- The amplitudes of the product of the spinors `φ i`. -/
def productVec {N : ℕ} (φ : Fin N → Fin 2 → ℂ) : (Fin N → Fin 2) → ℂ :=
  fun s => ∏ j, φ j (s j)

/-- The operator `|v⟩⟨v|`. -/
def proj {n : Type*} (v : n → ℂ) : Matrix n n ℂ := Matrix.of fun s t => v s * conj (v t)

/-- The total probability of the state vector `v` is one. -/
def Normalized {n : Type*} [Fintype n] (v : n → ℂ) : Prop := ∑ s, Complex.normSq (v s) = 1

/-- The expectation value of `A` in the state `ρ`, the real part of `Tr(ρA)`. -/
def expect {n : Type*} [Fintype n] (ρ A : Matrix n n ℂ) : ℝ := (trace (ρ * A)).re

/-- The variance `⟨A²⟩ - ⟨A⟩²` in the state `ρ`. -/
def variance {n : Type*} [Fintype n] (ρ A : Matrix n n ℂ) : ℝ :=
  expect ρ (A * A) - expect ρ A ^ 2
```

Q: Entanglement is where I expect a trick. What is "separable"?

A: A finite convex combination of projectors onto products of normalized spinors. Mixed single-qubit factors fit in as well, once each is diagonalized.

```lean
/-- `ρ` is a finite convex mixture of product pure states. -/
def IsSeparable {N : ℕ} (ρ : Op N) : Prop :=
  ∃ (m : ℕ) (p : Fin m → ℝ) (φ : Fin m → Fin N → Fin 2 → ℂ),
    (∀ k, 0 ≤ p k) ∧ ∑ k, p k = 1 ∧ (∀ k i, Normalized (φ k i)) ∧
    ρ = ∑ k, (p k : ℂ) • proj (productVec (φ k))
```

Q: Do the weights have to be nonnegative?

A: Real weights summing to one are not enough. Take one qubit and \(\rho=2|+\rangle\langle+|-|-\rangle\langle-|\), where \(|\pm\rangle\) are the eigenstates of \(\sigma_x\). Then \(\langle J_x\rangle^2=9/4\), but \(\mathrm{Var}(J_z)=1/4\). This \(\rho\) has the eigenvalue \(-1\), so it is not a physical state; it only shows that the inequality can fail once negative weights are allowed.

Q: How does Lean get the factorization over sites?

A: A product projector is itself a `tensor`, tensors multiply site by site, and the trace, a sum over configurations of products, becomes a product of single-site sums.

```lean
lemma trace_proj {n : Type*} [Fintype n] {v : n → ℂ} (h : Normalized v) :
    trace (proj v) = 1 := by
  simp only [Matrix.trace, Matrix.diag_apply, proj, Matrix.of_apply, Complex.mul_conj]
  rw [← Complex.ofReal_sum, show ∑ s, Complex.normSq (v s) = 1 from h, Complex.ofReal_one]

lemma tensor_mul {N : ℕ} (A B : Fin N → Matrix (Fin 2) (Fin 2) ℂ) :
    tensor A * tensor B = tensor (fun j => A j * B j) := by
  ext s t
  simp only [tensor, Matrix.mul_apply, Matrix.of_apply]
  rw [Finset.prod_univ_sum, Fintype.piFinset_univ]
  simp only [Finset.prod_mul_distrib]

/-- For the projector-like operator `|v⟩⟨v|` of a product vector `v`, the trace against a tensor
product of operators is the product of the single-site traces. -/
theorem trace_product {N : ℕ} (φ : Fin N → Fin 2 → ℂ) (A : Fin N → Matrix (Fin 2) (Fin 2) ℂ) :
    trace (proj (productVec φ) * tensor A) = ∏ j, trace (proj (φ j) * A j) := by
  have h : proj (productVec φ) = tensor (fun j => proj (φ j)) := by
    ext s t
    simp only [proj, productVec, tensor, Matrix.of_apply, map_prod, Finset.prod_mul_distrib]
  rw [h, tensor_mul]
  simp only [tensor, Matrix.trace, Matrix.diag_apply, Matrix.of_apply]
  rw [Finset.prod_univ_sum, Fintype.piFinset_univ]
```

With one or two site operators inserted, every untouched site contributes a factor of one. The equal-site case is treated separately, through \(\sigma_z^2=1\).

```lean
lemma trace_site {N : ℕ} {φ : Fin N → Fin 2 → ℂ} (hφ : ∀ i, Normalized (φ i)) (i : Fin N)
    (a : Matrix (Fin 2) (Fin 2) ℂ) :
    trace (proj (productVec φ) * site i a) = trace (proj (φ i) * a) := by
  rw [site, trace_product, Fintype.prod_eq_single i]
  · simp
  · intro j hj
    simp [Function.update_of_ne hj, trace_proj (hφ j)]

lemma trace_site_site {N : ℕ} {φ : Fin N → Fin 2 → ℂ} (hφ : ∀ i, Normalized (φ i))
    {i j : Fin N} (hij : i ≠ j) (a b : Matrix (Fin 2) (Fin 2) ℂ) :
    trace (proj (productVec φ) * (site i a * site j b)) =
      trace (proj (φ i) * a) * trace (proj (φ j) * b) := by
  simp only [site, tensor_mul]
  rw [trace_product, Fintype.prod_eq_mul i j hij]
  · simp [Function.update_of_ne hij, Function.update_of_ne hij.symm]
  · rintro k ⟨hi, hj⟩
    simp [Function.update_of_ne hi, Function.update_of_ne hj, trace_proj (hφ k)]

lemma site_sigmaZ_sq {N : ℕ} (i : Fin N) : site i sigmaZ * site i sigmaZ = site i 1 := by
  have hz : sigmaZ * sigmaZ = 1 := by
    ext a b
    fin_cases a <;> fin_cases b <;> simp [sigmaZ, Matrix.mul_apply, Fin.sum_univ_two]
  simp only [site, tensor_mul]
  congr 1
  funext k
  by_cases h : k = i
  · subst h
    simp [hz]
  · simp [Function.update_of_ne h]
```

Q: And the Bloch sphere?

A: `bloch_sphere` writes the three components in real and imaginary parts. With \(S=|\alpha|^2+|\beta|^2\), the final `linear_combination` is the identity \(S^2-1=(S+1)(S-1)\).

```lean
/-- The Bloch vector of a normalized spinor has length one. -/
theorem bloch_sphere {v : Fin 2 → ℂ} (h : Normalized v) :
    expect (proj v) sigmaX ^ 2 + expect (proj v) sigmaY ^ 2 + expect (proj v) sigmaZ ^ 2 = 1 := by
  simp only [Normalized, Fin.sum_univ_two, Complex.normSq_apply] at h
  have hx : expect (proj v) sigmaX = 2 * ((v 0).re * (v 1).re + (v 0).im * (v 1).im) := by
    simp [expect, proj, sigmaX, Matrix.trace_fin_two, Matrix.mul_apply, Fin.sum_univ_two]
    ring
  have hy : expect (proj v) sigmaY = 2 * ((v 0).re * (v 1).im - (v 0).im * (v 1).re) := by
    simp [expect, proj, sigmaY, Matrix.trace_fin_two, Matrix.mul_apply, Fin.sum_univ_two]
    ring
  have hz : expect (proj v) sigmaZ = (v 0).re * (v 0).re + (v 0).im * (v 0).im
      - ((v 1).re * (v 1).re + (v 1).im * (v 1).im) := by
    simp [expect, proj, sigmaZ, Matrix.trace_fin_two, Matrix.mul_apply, Fin.sum_univ_two]
    ring
  rw [hx, hy, hz]
  linear_combination ((v 0).re * (v 0).re + (v 0).im * (v 0).im
    + ((v 1).re * (v 1).re + (v 1).im * (v 1).im) + 1) * h

lemma collective_mean {N : ℕ} {φ : Fin N → Fin 2 → ℂ} (hφ : ∀ i, Normalized (φ i))
    (a : Matrix (Fin 2) (Fin 2) ℂ) :
    expect (proj (productVec φ)) (collective N a) = 1 / 2 * ∑ i, expect (proj (φ i)) a := by
  rw [expect, collective, Matrix.mul_smul, Matrix.trace_smul, smul_eq_mul, Complex.re_ofReal_mul]
  simp only [Matrix.mul_sum, Matrix.trace_sum, Complex.re_sum, trace_site hφ, expect]
```

In `variance_product`, `h` is the pair correlation with its extra equal-site term, and `hsq` expands \(J_z^2\) into a double sum. Subtracting the squared mean leaves the equal-site terms.

```lean
/-- In a product of normalized spinors, `Var(Jz)` is a quarter of the sum of the squared
transverse Bloch components. -/
theorem variance_product {N : ℕ} {φ : Fin N → Fin 2 → ℂ} (hφ : ∀ i, Normalized (φ i)) :
    variance (proj (productVec φ)) (collective N sigmaZ) =
      1 / 4 * ∑ i, (expect (proj (φ i)) sigmaX ^ 2 + expect (proj (φ i)) sigmaY ^ 2) := by
  have him (v : Fin 2 → ℂ) : (trace (proj v * sigmaZ)).im = 0 := by
    simp [proj, sigmaZ, Matrix.trace_fin_two, Matrix.mul_apply, Fin.sum_univ_two,
      Complex.mul_conj]
  -- distinct sites are uncorrelated, equal sites give one
  have h (i j : Fin N) :
      (trace (proj (productVec φ) * (site i sigmaZ * site j sigmaZ))).re =
        expect (proj (φ i)) sigmaZ * expect (proj (φ j)) sigmaZ +
        if i = j then expect (proj (φ i)) sigmaX ^ 2 + expect (proj (φ i)) sigmaY ^ 2 else 0 := by
    by_cases hij : i = j
    · subst hij
      rw [site_sigmaZ_sq, trace_site hφ, mul_one, trace_proj (hφ i), if_pos rfl, Complex.one_re]
      linear_combination -(bloch_sphere (hφ i))
    · rw [trace_site_site hφ hij, if_neg hij, add_zero, Complex.mul_re, him, zero_mul, sub_zero]
      rfl
  have hsq : collective N sigmaZ * collective N sigmaZ =
      ((1 / 4 : ℝ) : ℂ) • ∑ i, ∑ j, site i sigmaZ * site j sigmaZ := by
    simp only [collective, Matrix.smul_mul, Matrix.mul_smul, smul_smul, Finset.sum_mul_sum]
    congr 1
    norm_num
  rw [variance, collective_mean hφ, hsq, expect, Matrix.mul_smul, Matrix.trace_smul,
    smul_eq_mul, Complex.re_ofReal_mul]
  simp only [Matrix.mul_sum, Matrix.trace_sum, Complex.re_sum, h, Finset.sum_add_distrib,
    Finset.sum_ite_eq, Finset.mem_univ, if_true]
  rw [← Finset.sum_mul_sum]
  ring
```

Q: Then the main theorem should be your chain of inequalities.

A: It is. `sq_mean_le` is the inequality for weighted squares. In `sorensen_criterion`, `hmix` is linearity in the mixture, `hk` is Cauchy-Schwarz for each product state, and `hs` averages these bounds with the weights. The last lines apply `sq_mean_le` to all three components.

```lean
lemma sq_mean_le {m : ℕ} {p : Fin m → ℝ} (hp : ∀ k, 0 ≤ p k) (h1 : ∑ k, p k = 1)
    (x : Fin m → ℝ) : (∑ k, p k * x k) ^ 2 ≤ ∑ k, p k * x k ^ 2 := by
  have h (c : ℝ) : ∑ k, p k * (x k - c) ^ 2 =
      ∑ k, p k * x k ^ 2 - 2 * c * ∑ k, p k * x k + c ^ 2 * ∑ k, p k := by
    rw [Finset.mul_sum, Finset.mul_sum, ← Finset.sum_sub_distrib, ← Finset.sum_add_distrib]
    exact Finset.sum_congr rfl fun k _ => by ring
  have h0 : 0 ≤ ∑ k, p k * (x k - ∑ l, p l * x l) ^ 2 :=
    Finset.sum_nonneg fun k _ => mul_nonneg (hp k) (sq_nonneg _)
  rw [h, h1] at h0
  linarith

/-- Sørensen squeezing criterion: every convex mixture of product pure states of `N` qubits
obeys `N Var(Jz) ≥ ⟨Jx⟩² + ⟨Jy⟩²`. -/
theorem sorensen_criterion {N : ℕ} {ρ : Op N} (hρ : IsSeparable ρ) :
    expect ρ (collective N sigmaX) ^ 2 + expect ρ (collective N sigmaY) ^ 2 ≤
      N * variance ρ (collective N sigmaZ) := by
  obtain ⟨m, p, φ, hp, h1, hφ, rfl⟩ := hρ
  have hmix (A : Op N) : expect (∑ k, (p k : ℂ) • proj (productVec (φ k))) A =
      ∑ k, p k * expect (proj (productVec (φ k))) A := by
    simp only [expect, Matrix.sum_mul, Matrix.smul_mul, Matrix.trace_sum, Matrix.trace_smul,
      smul_eq_mul, Complex.re_sum, Complex.re_ofReal_mul]
  -- Cauchy-Schwarz over the sites settles each product state
  have hk (k : Fin m) : expect (proj (productVec (φ k))) (collective N sigmaX) ^ 2 +
      expect (proj (productVec (φ k))) (collective N sigmaY) ^ 2 ≤
      N * variance (proj (productVec (φ k))) (collective N sigmaZ) := by
    rw [variance_product (hφ k), collective_mean (hφ k), collective_mean (hφ k),
      Finset.sum_add_distrib]
    have hx := sq_sum_le_card_mul_sum_sq (s := Finset.univ)
      (f := fun i => expect (proj (φ k i)) sigmaX)
    have hy := sq_sum_le_card_mul_sum_sq (s := Finset.univ)
      (f := fun i => expect (proj (φ k i)) sigmaY)
    rw [Finset.card_univ, Fintype.card_fin] at hx hy
    linarith
  -- average these bounds with the weights; the variance of the mixture is at least the average
  -- variance, and its squared means are at most the average squared means
  have hs := Finset.sum_le_sum fun k (_ : k ∈ Finset.univ) => mul_le_mul_of_nonneg_left (hk k) (hp k)
  have e : ∑ k, p k * (N * variance (proj (productVec (φ k))) (collective N sigmaZ)) =
      N * (∑ k, p k * expect (proj (productVec (φ k))) (collective N sigmaZ * collective N sigmaZ)
        - ∑ k, p k * expect (proj (productVec (φ k))) (collective N sigmaZ) ^ 2) := by
    rw [← Finset.sum_sub_distrib, Finset.mul_sum]
    exact Finset.sum_congr rfl fun k _ => by rw [variance]; ring
  rw [e] at hs
  simp only [mul_add, Finset.sum_add_distrib] at hs
  rw [variance, hmix, hmix, hmix, hmix]
  have hz := mul_le_mul_of_nonneg_left (sq_mean_le hp h1 fun k =>
    expect (proj (productVec (φ k))) (collective N sigmaZ)) (Nat.cast_nonneg (α := ℝ) N)
  have hx := sq_mean_le hp h1 fun k => expect (proj (productVec (φ k))) (collective N sigmaX)
  have hy := sq_mean_le hp h1 fun k => expect (proj (productVec (φ k))) (collective N sigmaY)
  linarith
```

Q: My laboratory axes need not be \(x,y,z\).

A: The theorem fixes those axes. The criterion is usually stated for any three orthogonal directions, which a common rotation of all the spins would supply; that step is not formalized here. The theorem also speaks of exact expectation values, whereas averages over finitely many runs carry statistical errors, which must be accounted for before a violation is claimed.

Q: Is the bound loose?

A: No. Identical normalized spinors on all sites give equality, because Cauchy-Schwarz is then an equality.

```lean
/-- The bound is attained when all qubits are in the same normalized spinor state. -/
theorem coherent_saturates (N : ℕ) {v : Fin 2 → ℂ} (hv : Normalized v) :
    expect (proj (productVec fun _ : Fin N => v)) (collective N sigmaX) ^ 2 +
      expect (proj (productVec fun _ : Fin N => v)) (collective N sigmaY) ^ 2 =
      N * variance (proj (productVec fun _ : Fin N => v)) (collective N sigmaZ) := by
  rw [variance_product fun _ => hv, collective_mean fun _ => hv, collective_mean fun _ => hv]
  simp only [Finset.sum_const, Finset.card_univ, Fintype.card_fin, nsmul_eq_mul]
  ring
```

Q: Does any state violate it? Otherwise the certificate is empty.

A: Here is one with two qubits: amplitude \(1/10\) on each parallel configuration and \(7/10\) on each antiparallel one. The norm is \(2\cdot\tfrac1{100}+2\cdot\tfrac{49}{100}=1\).

```lean
/-- Two qubits with amplitude `1/10` on each parallel and `7/10` on each antiparallel
configuration. -/
def squeezedPair : (Fin 2 → Fin 2) → ℂ := fun s => if s 0 = s 1 then 1 / 10 else 7 / 10
```

Flipping one spin always links a parallel to an antiparallel configuration, so \(\langle J_x\rangle=4\cdot\tfrac1{10}\cdot\tfrac7{10}=\tfrac7{25}\). Only parallel configurations contribute to \(\langle J_z^2\rangle=\tfrac1{50}\). Separability would require \(\tfrac{49}{625}\le\tfrac1{25}\), which is false. Lean computes both values from the four configurations and closes with `nlinarith`, where the squares of \(\langle J_y\rangle\) and \(\langle J_z\rangle\) can only worsen the violation.

Q: So a state that passes is separable?

A: No, the implication runs one way. The two-qubit singlet is entangled and gives \(0\ge0\).

```lean
/-- The squeezed pair is a normalized state, and it is not a mixture of product states. -/
theorem squeezedPair_entangled :
    Normalized squeezedPair ∧ ¬ IsSeparable (proj squeezedPair) := by
  have sum4 {M : Type} [AddCommMonoid M] (f : (Fin 2 → Fin 2) → M) :
      ∑ s, f s = (f ![0, 0] + f ![0, 1]) + (f ![1, 0] + f ![1, 1]) := by
    rw [← (finTwoArrowEquiv (Fin 2)).symm.sum_comp, Fintype.sum_prod_type]
    simp [Fin.sum_univ_two, finTwoArrowEquiv]
  have hJ (a : Matrix (Fin 2) (Fin 2) ℂ) (s t : Fin 2 → Fin 2) : collective 2 a s t =
      1 / 2 * (a (s 0) (t 0) * (1 : Matrix (Fin 2) (Fin 2) ℂ) (s 1) (t 1) +
        (1 : Matrix (Fin 2) (Fin 2) ℂ) (s 0) (t 0) * a (s 1) (t 1)) := by
    simp [collective, site, tensor, Fin.sum_univ_two, Fin.prod_univ_two, Function.update_apply]
  refine ⟨?_, fun h => ?_⟩
  · rw [Normalized, sum4]
    norm_num [squeezedPair, Complex.normSq_apply]
  · -- the amplitudes are real
    have hreal (t : Fin 2 → Fin 2) : conj (squeezedPair t) = squeezedPair t := by
      have e : squeezedPair t = ((if t 0 = t 1 then 1 / 10 else 7 / 10 : ℝ) : ℂ) := by
        unfold squeezedPair
        split_ifs <;> norm_num
      rw [e, Complex.conj_ofReal]
    have hx : expect (proj squeezedPair) (collective 2 sigmaX) = 7 / 25 := by
      simp only [expect, Matrix.trace, Matrix.diag_apply, Matrix.mul_apply, sum4, hJ, proj,
        Matrix.of_apply, hreal]
      norm_num [squeezedPair, sigmaX, Matrix.one_apply]
    have hz : expect (proj squeezedPair) (collective 2 sigmaZ * collective 2 sigmaZ) = 1 / 50 := by
      simp only [expect, Matrix.trace, Matrix.diag_apply, Matrix.mul_apply, sum4, hJ]
      norm_num [proj, squeezedPair, sigmaZ, Matrix.one_apply]
    -- the criterion would require (7/25)² ≤ 2/50
    have hc := sorensen_criterion h
    rw [variance, hx, hz] at hc
    push_cast at hc
    nlinarith [sq_nonneg (expect (proj squeezedPair) (collective 2 sigmaY)),
      sq_nonneg (expect (proj squeezedPair) (collective 2 sigmaZ))]

end

end SorensenSqueezing
```

```lean
#print axioms SorensenSqueezing.sorensen_criterion
-- 'SorensenSqueezing.sorensen_criterion' depends on axioms: [propext, Classical.choice, Quot.sound]
#print axioms SorensenSqueezing.coherent_saturates
-- 'SorensenSqueezing.coherent_saturates' depends on axioms: [propext, Classical.choice, Quot.sound]
#print axioms SorensenSqueezing.squeezedPair_entangled
-- 'SorensenSqueezing.squeezedPair_entangled' depends on axioms: [propext, Classical.choice, Quot.sound]
```
